# An integrable function whose sum over a finite measure-preserving group vanishes at every point has zero integral

A numerical quadrature of a forbidden transition integral may return a small nonzero number, which a weak but allowed transition could also produce. Symmetry can show that the integral is exactly zero before any integration: an integrable function with no totally symmetric component integrates to zero.

Let \(G\) be a finite group of symmetry operations acting on a space \(X\), for instance a point group acting on electron positions. The image of the point \(x\) under \(g\) is \(gx\), written `g • x` in Lean.

```lean
import Mathlib

open MeasureTheory Filter Topology ComplexConjugate

namespace VanishingIntegral

noncomputable section

variable {G X : Type*} [Group G] [Fintype G] [MulAction G X]
```

## The totally symmetric component

For \(f:X\to\mathbb C\), this component is the group average

\[ f_{\mathrm s}(x)=\frac1{|G|}\sum_{g\in G} f(gx). \]

Textbooks usually write \(f(g^{-1}x)\); the sum over the group is the same.

```lean
/-- The totally symmetric component of a function: its average over the finite group `G`. -/
def symmetricPart (G : Type*) {X : Type*} [Group G] [Fintype G] [MulAction G X]
    (f : X → ℂ) (x : X) : ℂ :=
  (Fintype.card G : ℂ)⁻¹ * ∑ g : G, f (g • x)
```

The average is invariant. For \(h\in G\), the product \(g'=gh\) runs once through the group as \(g\) does, so

\[ f_{\mathrm s}(hx)=\frac1{|G|}\sum_g f(ghx)=\frac1{|G|}\sum_{g'}f(g'x)=f_{\mathrm s}(x). \]

In Lean, `Equiv.mulRight h` is this relabelling.

```lean
/-- The totally symmetric component is unchanged by every symmetry operation. -/
theorem symmetricPart_smul (f : X → ℂ) (h : G) (x : X) :
    symmetricPart G f (h • x) = symmetricPart G f x := by
  unfold symmetricPart
  congr 1
  -- right multiplication by `h` only reorders the group
  calc ∑ g : G, f (g • h • x) = ∑ g : G, f ((g * h) • x) := by simp_rw [mul_smul]
    _ = ∑ g : G, f (g • x) := Equiv.sum_comp (Equiv.mulRight h) (fun g => f (g • x))
```

## Two ways to see that the group sum vanishes

Suppose one operation \(h\) multiplies \(f\) by a number \(c\neq1\), so that \(f(hx)=c\,f(x)\) for all \(x\). Relabelling by left multiplication gives

\[ \sum_g f(gx)=\sum_g f(hgx)=c\sum_g f(gx). \]

Hence \((1-c)\sum_g f(gx)=0\), and the sum is zero.

```lean
/-- If one symmetry operation multiplies `f` by a factor `c ≠ 1`, then the sum of `f` over
the group vanishes at every point. -/
theorem sum_eq_zero_of_factor {f : X → ℂ} (h : G) {c : ℂ} (hc : c ≠ 1)
    (hf : ∀ x, f (h • x) = c * f x) (x : X) : ∑ g : G, f (g • x) = 0 := by
  have key : ∑ g : G, f (g • x) = c * ∑ g : G, f (g • x) := by
    calc ∑ g : G, f (g • x) = ∑ g : G, f ((h * g) • x) :=
          (Equiv.sum_comp (Equiv.mulLeft h) (fun g => f (g • x))).symm
      _ = c * ∑ g : G, f (g • x) := by simp_rw [mul_smul, hf, Finset.mul_sum]
  have hz : (1 - c) * ∑ g : G, f (g • x) = 0 := by linear_combination key
  exact (mul_eq_zero.1 hz).resolve_left (sub_ne_zero.2 (Ne.symm hc))
```

Degenerate functions mix instead. Let \(F_i(gx)=\sum_j D(g)_{ji}F_j(x)\) with \(\sum_g D(g)=0\). Then

\[ \sum_g F_i(gx)=\sum_j\Big(\sum_g D(g)_{ji}\Big)F_j(x)=0. \]

The matrices of a nontrivial irreducible representation have zero sum. In the usual textbook convention, the \(D(g)\) written here is the matrix of \(g^{-1}\), which leaves the sum over the group unchanged. The zero sum is the hypothesis `hD`, and `D` need not come from a representation.

```lean
/-- If the functions `F i` transform among themselves by matrices `D g` that sum to zero over
the group, then the sum of each `F i` over the group vanishes at every point. -/
theorem sum_eq_zero_of_matrices {n : Type*} [Fintype n] {F : n → X → ℂ}
    {D : G → Matrix n n ℂ} (hF : ∀ g i x, F i (g • x) = ∑ j, D g j i * F j x)
    (hD : ∑ g, D g = 0) (i : n) (x : X) : ∑ g : G, F i (g • x) = 0 := by
  have hentry : ∀ j, ∑ g, D g j i = 0 := by
    intro j
    have h := congrFun (congrFun hD j) i
    simpa [Matrix.sum_apply] using h
  simp_rw [hF]
  rw [Finset.sum_comm]
  simp_rw [← Finset.sum_mul, hentry, zero_mul, Finset.sum_const_zero]
```

## Averaging the integral

Now let \(\mu\) be a measure on \(X\), such as volume. The hypothesis `hμ` says that every operation is measurable and preserves \(\mu\), as rotations and reflections preserve volume. A change of variables gives

\[ \int f(gx)\,d\mu=\int f(x)\,d\mu. \]

The proof builds the invertible map `e`, whose inverse is the action of \(g^{-1}\). This step does not need \(G\) to be finite.

```lean
variable [MeasurableSpace X] {μ : Measure X}

omit [Fintype G] in
/-- When the group acts by measure-preserving maps, a symmetry operation applied to the
integrand leaves the integral unchanged. -/
theorem integral_comp_smul (hμ : ∀ g : G, MeasurePreserving (fun x : X => g • x) μ μ)
    (f : X → ℂ) (g : G) : ∫ x, f (g • x) ∂μ = ∫ x, f x ∂μ := by
  -- the operation is invertible, with measurable inverse
  let e : X ≃ᵐ X :=
    { toEquiv := MulAction.toPerm g
      measurable_toFun := (hμ g).measurable
      measurable_invFun := (hμ g⁻¹).measurable }
  have he : MeasurableEmbedding (fun x : X => g • x) := e.measurableEmbedding
  exact (hμ g).integral_comp he f
```

If \(f\) is integrable, so is each \(f(gx)\), and the finite sum may be exchanged with the integral:

\[ \int f_{\mathrm s}\,d\mu=\frac1{|G|}\sum_g\int f(gx)\,d\mu=\frac{|G|}{|G|}\int f\,d\mu=\int f\,d\mu. \]

```lean
/-- When a finite group acts by measure-preserving maps, the integral of an integrable function
equals the integral of its totally symmetric component. -/
theorem integral_eq_integral_symmetricPart
    (hμ : ∀ g : G, MeasurePreserving (fun x : X => g • x) μ μ)
    {f : X → ℂ} (hf : Integrable f μ) :
    ∫ x, f x ∂μ = ∫ x, symmetricPart G f x ∂μ := by
  have hint : ∀ g : G, Integrable (fun x => f (g • x)) μ := fun g =>
    ((hμ g).integrable_comp hf.aestronglyMeasurable).2 hf
  have hcard : (Fintype.card G : ℂ) ≠ 0 := Nat.cast_ne_zero.2 Fintype.card_ne_zero
  -- every term of the average contributes the same integral
  have hsum : ∫ x, ∑ g : G, f (g • x) ∂μ = (Fintype.card G : ℂ) * ∫ x, f x ∂μ := by
    rw [MeasureTheory.integral_finsetSum _ (fun g _ => hint g),
      Finset.sum_congr rfl (fun g _ => integral_comp_smul hμ f g),
      Finset.sum_const, Finset.card_univ, nsmul_eq_mul]
  unfold symmetricPart
  rw [integral_const_mul, hsum, inv_mul_cancel_left₀ hcard]
```

If \(\sum_g f(gx)=0\) for every \(x\), then \(f_{\mathrm s}=0\) and \(\int f\,d\mu=0\). Let measurable regions \(S_0\subseteq S_1\subseteq\cdots\) fill \(X\). The integrand restricted to \(S_n\) is bounded in modulus by the integrable \(|f|\), so dominated convergence gives

\[ \int_{S_n}f\,d\mu\to\int_X f\,d\mu=0. \]

The regions need not be symmetric, so a lopsided integration box also gives zero in the limit.

```lean
/-- Vanishing-integral theorem: let a finite group act by measure-preserving maps, and let `f` be
integrable with zero sum over the group at every point. Then the integral of `f` is zero, and its
integrals over any increasing sequence of measurable regions that exhausts the space tend to
zero. -/
theorem vanishing_integral
    (hμ : ∀ g : G, MeasurePreserving (fun x : X => g • x) μ μ)
    {f : X → ℂ} (hf : Integrable f μ) (h0 : ∀ x, ∑ g : G, f (g • x) = 0) :
    ∫ x, f x ∂μ = 0 ∧
      ∀ S : ℕ → Set X, (∀ n, MeasurableSet (S n)) → Monotone S → ⋃ n, S n = Set.univ →
        Tendsto (fun n => ∫ x in S n, f x ∂μ) atTop (𝓝 0) := by
  have hz : ∫ x, f x ∂μ = 0 := by
    rw [integral_eq_integral_symmetricPart hμ hf]
    simp [symmetricPart, h0]
  refine ⟨hz, fun S hS hmono hU => ?_⟩
  have ht := tendsto_setIntegral_of_monotone hS hmono (hf.integrableOn (s := ⋃ n, S n))
  rwa [hU, setIntegral_univ, hz] at ht
```

## Forbidden transition integrals

Let \(h\) multiply the final state \(\psi\), the operator \(O\) and the initial state \(\varphi\) by \(a\), \(b\) and \(c\). Then

\[ \overline{\psi(hx)}\,O(hx)\,\varphi(hx)=\bar a\,b\,c\;\overline{\psi(x)}\,O(x)\,\varphi(x), \]

and the integral vanishes if \(\bar abc\neq1\). For two even states and a dipole component under inversion, the factor is \(-1\).

This lets an electronic-structure calculation skip such integrals. If the full symmetry group is infinite, as for an atom or a linear molecule, a finite subgroup containing \(h\) can serve as \(G\); one exists exactly when some positive power of \(h\) is the identity, as for inversion. In the theorem \(O\) acts by multiplication, as position does. For momentum, which differentiates \(\varphi\), set \(O=1\) and put the differentiated function in place of \(\varphi\); the hypotheses must then hold for that function. Passing from a zero integral to a missing spectral line is a further physical step: vibrations that break the symmetry can lend a forbidden line intensity.

```lean
/-- Selection rule: let a finite group act by measure-preserving maps, and let one operation
multiply `ψ`, `O` and `φ` by `a`, `b` and `c` with `conj a * b * c ≠ 1`. If the integrand
`conj ψ * O * φ` is integrable, its integral is zero, and so is the limit of its integrals over any
increasing sequence of measurable regions that exhausts the space. -/
theorem selection_rule
    (hμ : ∀ g : G, MeasurePreserving (fun x : X => g • x) μ μ)
    {ψ O φ : X → ℂ} (h : G) {a b c : ℂ}
    (hψ : ∀ x, ψ (h • x) = a * ψ x) (hO : ∀ x, O (h • x) = b * O x)
    (hφ : ∀ x, φ (h • x) = c * φ x) (habc : conj a * b * c ≠ 1)
    (hint : Integrable (fun x => conj (ψ x) * O x * φ x) μ) :
    ∫ x, conj (ψ x) * O x * φ x ∂μ = 0 ∧
      ∀ S : ℕ → Set X, (∀ n, MeasurableSet (S n)) → Monotone S → ⋃ n, S n = Set.univ →
        Tendsto (fun n => ∫ x in S n, conj (ψ x) * O x * φ x ∂μ) atTop (𝓝 0) := by
  refine vanishing_integral hμ hint
    (sum_eq_zero_of_factor (f := fun x => conj (ψ x) * O x * φ x) h habc ?_)
  intro x
  simp only [hψ, hO, hφ, map_mul]
  ring
```

## A Gaussian p function, and the limit of zero exponent

The trivial group is the smallest case, and there the zero-sum condition forces \(f=0\). The first useful group has two elements: `ℤˣ`, which is \(\{1,-1\}\), acting on the real line by inversion. The unnormalised p function \(x\,e^{-bx^2}\), where \(b>0\) is now the Gaussian exponent, is integrable and changes sign under inversion. The theorem below checks these hypotheses, and `vanishing_integral` then gives the zero integral.

At \(b=0\) the function becomes \(x\). It is continuous and its group sum is still zero, but

\[ \int_{-n}^{2n}x\,dx=\tfrac32n^2 \]

diverges. Continuity therefore cannot replace integrability in the statement about regions. That statement is where the hypothesis shows, because Lean assigns the value 0 to the integral of any non-integrable function.

```lean
/-- The group `{1, -1}` acting on the real line by inversion preserves length, and for `b > 0` the
function `x * exp (-b * x ^ 2)` is integrable with zero sum over this group at every point. -/
theorem vanishing_integral_witness {b : ℝ} (hb : 0 < b) :
    (∀ g : ℤˣ, MeasurePreserving (fun x : ℝ => g • x) volume volume) ∧
      Integrable (fun x : ℝ => ((x * Real.exp (-b * x ^ 2) : ℝ) : ℂ)) ∧
      ∀ x : ℝ, ∑ g : ℤˣ, (((g • x) * Real.exp (-b * (g • x) ^ 2) : ℝ) : ℂ) = 0 := by
  refine ⟨fun g => ?_, (integrable_mul_exp_neg_mul_sq hb).ofReal, ?_⟩
  · rcases Int.units_eq_one_or g with rfl | rfl
    · convert MeasurePreserving.id (volume : Measure ℝ) using 1
      funext x
      simp
    · convert Measure.measurePreserving_neg (volume : Measure ℝ) using 1
      funext x
      simp [Units.smul_def]
  · -- inversion changes the sign of the function
    refine sum_eq_zero_of_factor (G := ℤˣ)
      (f := fun x : ℝ => ((x * Real.exp (-b * x ^ 2) : ℝ) : ℂ)) (-1) (c := -1)
      (by norm_num) ?_
    intro x
    simp [Units.smul_def]

end

end VanishingIntegral
```

```lean
#print axioms VanishingIntegral.symmetricPart_smul
-- 'VanishingIntegral.symmetricPart_smul' depends on axioms: [propext, Classical.choice, Quot.sound]
#print axioms VanishingIntegral.sum_eq_zero_of_matrices
-- 'VanishingIntegral.sum_eq_zero_of_matrices' depends on axioms: [propext, Classical.choice, Quot.sound]
#print axioms VanishingIntegral.vanishing_integral
-- 'VanishingIntegral.vanishing_integral' depends on axioms: [propext, Classical.choice, Quot.sound]
#print axioms VanishingIntegral.selection_rule
-- 'VanishingIntegral.selection_rule' depends on axioms: [propext, Classical.choice, Quot.sound]
```
